# In a finite basis, every nonempty closed set of Slater determinants contains a minimiser of the Hartree-Fock energy

The theorem `exists_isOptimal` says that, at any real nuclear charge `Z`, a nonempty closed set of trial determinants has a member whose Hartree-Fock energy is the lowest in the set. Each determinant is given by finitely many orthonormal spin orbitals, expanded in a finite orthonormal basis. The energy is the real part of the one-electron terms plus the direct minus exchange repulsion, and the matrix elements may be any complex numbers. The proof takes the space of determinants to be compact, by an earlier theorem, so that the closed trial set is compact too, and a continuous energy attains its minimum there. Continuity of the energy is left to the tactic `fun_prop`.

The failing Lean file:

```lean
import Mathlib

open Finset

namespace ExistsIsOptimal

noncomputable section

variable {N K : Type*} [Fintype N] [DecidableEq N] [Fintype K]

/-- A Slater determinant, given by orthonormal spin orbitals (labelled by `N`) expanded in
a finite orthonormal basis (labelled by `K`). -/
abbrev Determinant (N K : Type*) [Fintype N] [DecidableEq N] [Fintype K] :=
  {φ : N → K → ℂ // ∀ i j, ∑ k, star (φ i k) * φ j k = if i = j then 1 else 0}

/-- The matrix elements of an atom in the basis: kinetic energy, inverse distance from the
nucleus, and electron repulsion `⟨pq|rs⟩`. -/
structure Atom (K : Type*) where
  kinetic : Matrix K K ℂ
  invRadius : Matrix K K ℂ
  repulsion : K → K → K → K → ℂ

/-- The real part of the expectation value of a one-electron operator, summed over the
occupied orbitals. -/
def oneBody (h : Matrix K K ℂ) (φ : Determinant N K) : ℝ :=
  (∑ i, ∑ p, ∑ q, star (φ.1 i p) * h p q * φ.1 i q).re

/-- The electron repulsion energy of a determinant: direct minus exchange terms, with each
pair counted once. -/
def twoBody (g : K → K → K → K → ℂ) (φ : Determinant N K) : ℝ :=
  (1 / 2) * (∑ i, ∑ j, ∑ p, ∑ q, ∑ r, ∑ s, star (φ.1 i p) * star (φ.1 j q) * g p q r s *
    (φ.1 i r * φ.1 j s - φ.1 j r * φ.1 i s)).re

/-- The Hartree-Fock energy of a determinant at nuclear charge `Z`, in atomic units. -/
def energy (A : Atom K) (Z : ℝ) (φ : Determinant N K) : ℝ :=
  oneBody (A.kinetic - (Z : ℂ) • A.invRadius) φ + twoBody A.repulsion φ

/-- The determinant `φ` minimises the energy at nuclear charge `Z` over the trial set `S`. -/
def IsOptimal (A : Atom K) (S : Set (Determinant N K)) (Z : ℝ) (φ : Determinant N K) : Prop :=
  φ ∈ S ∧ ∀ χ ∈ S, energy A Z φ ≤ energy A Z χ

/-- The determinants that can be formed in a finite basis make up a compact set. -/
theorem compactSpace_determinant : CompactSpace (Determinant N K) := by
  suffices hcomp : IsCompact {φ : N → K → ℂ |
      ∀ i j, ∑ k, star (φ i k) * φ j k = if i = j then 1 else 0} from
    isCompact_iff_compactSpace.mp hcomp
  refine Metric.isCompact_of_isClosed_isBounded ?_ ?_
  · simp only [Set.ofPred_forall]
    refine isClosed_iInter fun i => isClosed_iInter fun j => isClosed_eq ?_ continuous_const
    exact continuous_finsetSum _ fun k _ =>
      (continuous_apply_apply i k).star.mul (continuous_apply_apply j k)
  · -- normalisation bounds every orbital coefficient by one
    refine (Metric.isBounded_closedBall (x := (0 : N → K → ℂ)) (r := 1)).subset ?_
    intro φ hφ
    rw [mem_closedBall_zero_iff, pi_norm_le_iff_of_nonneg zero_le_one]
    intro i
    rw [pi_norm_le_iff_of_nonneg zero_le_one]
    intro k
    have e : ∀ z : ℂ, star z * z = ((‖z‖ ^ 2 : ℝ) : ℂ) := by
      intro z
      rw [Complex.star_def, Complex.conj_mul']
      push_cast
      rfl
    have h := hφ i i
    simp only [e, if_true] at h
    have h' : ∑ k, ‖φ i k‖ ^ 2 = 1 := by exact_mod_cast h
    have hk : ‖φ i k‖ ^ 2 ≤ ∑ k, ‖φ i k‖ ^ 2 :=
      Finset.single_le_sum (f := fun k => ‖φ i k‖ ^ 2)
        (fun k _ => sq_nonneg ‖φ i k‖) (Finset.mem_univ k)
    nlinarith [norm_nonneg (φ i k)]

/-- Every nonempty closed set of trial determinants contains an energy minimiser, at any
nuclear charge. -/
theorem exists_isOptimal (A : Atom K) {S : Set (Determinant N K)} (hS : IsClosed S)
    (hne : S.Nonempty) (Z : ℝ) : ∃ φ, IsOptimal A S Z φ := by
  haveI : CompactSpace (Determinant N K) := compactSpace_determinant
  have hc : Continuous (fun φ : Determinant N K => energy A Z φ) := by
    unfold energy oneBody twoBody
    refine Continuous.add ?_ (continuous_const.mul ?_)
    · refine Complex.continuous_re.comp ?_
      fun_prop
    · refine Complex.continuous_re.comp ?_
      fun_prop
  obtain ⟨φ, hφ, hmin⟩ := hS.isCompact.exists_isMinOn hne hc.continuousOn
  exact ⟨φ, hφ, fun χ hχ => hmin hχ⟩

end

end ExistsIsOptimal
```

Compiling this gives:

```
Main.lean:76:2: warning: Try this: 
  haveI̵

The goal is a proposition, so `have` is preferred over `haveI`.
The difference between `have` and `haveI` is that `haveI` inlines the value.
But this is not relevant for proofs because of proof irrelevance.

Note: This linter can be disabled with `set_option linter.style.haveILetI false`
Main.lean:81:6: error: `fun_prop` was unable to prove `Continuous fun φ => ∑ i, ∑ p, ∑ q, star (↑φ i p) * (A.kinetic - ↑Z • A.invRadius) p q * ↑φ i q`

Issues:
Main.lean:83:6: error: (deterministic) timeout at `whnf`, maximum number of heartbeats (200000) has been reached

Note: Use `set_option maxHeartbeats <num>` to set the limit.

Hint: Additional diagnostic information may be available using the `set_option diagnostics true` command.
Main.lean:85:2: error: (deterministic) timeout at `«tactic execution»`, maximum number of heartbeats (200000) has been reached

Note: Use `set_option maxHeartbeats <num>` to set the limit.

Hint: Additional diagnostic information may be available using the `set_option diagnostics true` command.
```

The repair, with which the file compiles:

```diff
@@ -74,12 +74,21 @@
 theorem exists_isOptimal (A : Atom K) {S : Set (Determinant N K)} (hS : IsClosed S)
     (hne : S.Nonempty) (Z : ℝ) : ∃ φ, IsOptimal A S Z φ := by
-  haveI : CompactSpace (Determinant N K) := compactSpace_determinant
+  have : CompactSpace (Determinant N K) := compactSpace_determinant
+  have hφ : ∀ i p, Continuous (fun φ : Determinant N K => φ.1 i p) := fun i p =>
+    (continuous_apply_apply i p).comp continuous_subtype_val
+  -- the energy is a polynomial in the orbital coefficients and their conjugates
   have hc : Continuous (fun φ : Determinant N K => energy A Z φ) := by
     unfold energy oneBody twoBody
     refine Continuous.add ?_ (continuous_const.mul ?_)
     · refine Complex.continuous_re.comp ?_
-      fun_prop
+      refine continuous_finsetSum _ fun i _ => continuous_finsetSum _ fun p _ =>
+        continuous_finsetSum _ fun q _ => ?_
+      exact ((hφ i p).star.mul continuous_const).mul (hφ i q)
     · refine Complex.continuous_re.comp ?_
-      fun_prop
+      refine continuous_finsetSum _ fun i _ => continuous_finsetSum _ fun j _ =>
+        continuous_finsetSum _ fun p _ => continuous_finsetSum _ fun q _ =>
+        continuous_finsetSum _ fun r _ => continuous_finsetSum _ fun s _ => ?_
+      exact (((hφ i p).star.mul (hφ j q).star).mul continuous_const).mul
+        (((hφ i r).mul (hφ j s)).sub ((hφ j r).mul (hφ i s)))
   obtain ⟨φ, hφ, hmin⟩ := hS.isCompact.exists_isMinOn hne hc.continuousOn
   exact ⟨φ, hφ, fun χ hχ => hmin hχ⟩
```

Cause. The argument is sound, but `fun_prop` doesn't establish continuity. On the one-electron sum it gives up, and its list of issues is empty, so the message doesn't say which step defeated it. On the sixfold repulsion sum it runs out of heartbeats. The timeout reported at the last line is no fault of that line, which the repair leaves alone: the heartbeat limit covers the whole declaration, and it had already been used up.

The repair proves continuity by hand. The new fact `hφ` says that each orbital coefficient depends continuously on the determinant, by composing `continuous_subtype_val` with `continuous_apply_apply`. Then `continuous_finsetSum` removes the sums one at a time, and each summand is built from coefficients, their conjugates and constants by products and, in the repulsion, a difference. This leaves nothing for `fun_prop` to search for.

Changing `haveI` to `have` only satisfies a style warning, and the added comment is likewise tidying.
